# For \(\tau>0\), a positive cap on the weights \(e^{-\tau(E_i-E_T)}\) never lowers the weighted average of the \(E_i\)

**Q:** In a diffusion Monte Carlo run, a walker comes close to a node of the trial function, and its local energy plunges far below the trial energy \(E_T\). Its branching factor becomes enormous, so the program cuts it off at some maximum \(c\). What does that do to the energy I average over the population?

**A:** Suppose walker \(i\) has local energy \(E_i\) and weight \(w_i=e^{-\tau(E_i-E_T)}\), with time step \(\tau>0\). Then the cut raises the weighted average or leaves it alone, and never takes it above the plain mean:
\[
\frac{\sum_i w_iE_i}{\sum_i w_i}\;\le\;\frac{\sum_i \min(w_i,c)\,E_i}{\sum_i \min(w_i,c)}\;\le\;\frac1N\sum_i E_i ,
\]
where \(N\) is the number of walkers and \(c>0\).

**Q:** The large weights belong to low energies, so the direction is plausible. But the cap also changes the denominator. Can you derive it?

**A:** Take two sets of positive weights \(u_i\) and \(v_i\), with totals \(U\) and \(V\), and write \(\langle E\rangle_u\) and \(\langle E\rangle_v\) for the averages. Over a common denominator,
\[
\langle E\rangle_v-\langle E\rangle_u=\frac{1}{UV}\sum_{i,j}(v_iu_j-v_ju_i)\,E_i .
\]
Exchanging the names \(i\) and \(j\) flips the sign of the bracket and turns \(E_i\) into \(E_j\). Half the sum of the two forms is
\[
\langle E\rangle_v-\langle E\rangle_u=\frac{1}{2UV}\sum_{i,j}(v_iu_j-v_ju_i)(E_i-E_j).
\]
If \(v_i/u_i\le v_j/u_j\) whenever \(E_i<E_j\), no term is negative, and \(\langle E\rangle_v\ge\langle E\rangle_u\).

For the left inequality take \(u=w\) and \(v=\min(w,c)\). The ratio is \(\min(1,c/w)\), which does not increase with \(w\). Since \(w\) falls as the energy rises, the ratio does not decrease with energy. For the right inequality take \(u=\min(w,c)\) and \(v=1\). The ratio \(1/\min(w,c)\) does not decrease with energy either.

**Q:** Show me numbers.

**A:** Take \(E_T=0\), energies \(-2,0,1\), and \(\tau=\ln 2\) in inverse energy units, chosen to give simple weights. The weights are \(4,1,\tfrac12\).

- Without a cap, the average is \((-8+0+\tfrac12)/\tfrac{11}{2}=-\tfrac{15}{11}\approx-1.36\).
- With \(c=2\), the weights are \(2,1,\tfrac12\) and the average is \((-4+0+\tfrac12)/\tfrac72=-1\).
- With \(c=1\), the weights are \(1,1,\tfrac12\) and the average is \((-2+0+\tfrac12)/\tfrac52=-0.6\).
- The plain mean is \(-\tfrac13\).

**Q:** Now the formal version. What is a walker there?

**A:** An element of a finite index type `ι`. Its configuration is absent; all that remains is a real number `E i`.

```lean
import Mathlib

open Finset

namespace CappedBranching

noncomputable section

variable {ι : Type*} [Fintype ι]
```

The weight is a function of that number, with `ET` for \(E_T\) and `e` for the local energy.

```lean
/-- The branching weight `exp(-τ(e - E_T))` of a walker with local energy `e`. -/
def branchingWeight (τ ET e : ℝ) : ℝ := Real.exp (-τ * (e - ET))
```

A general weighted average comes next, followed by the three energies being compared: fully reweighted, capped and unweighted.

```lean
/-- The average of the local energies `E` with weights `w`, for nonzero total weight. -/
def weightedEnergy (w E : ι → ℝ) : ℝ := (∑ i, w i * E i) / ∑ i, w i

/-- The energy averaged with the full branching weights, for a nonempty population. -/
def reweightedEnergy (τ ET : ℝ) (E : ι → ℝ) : ℝ :=
  weightedEnergy (fun i => branchingWeight τ ET (E i)) E

/-- The energy averaged with branching weights capped at `c`, for a nonempty population
and `c > 0`. -/
def cappedEnergy (τ ET c : ℝ) (E : ι → ℝ) : ℝ :=
  weightedEnergy (fun i => min (branchingWeight τ ET (E i)) c) E

/-- The unweighted average of the local energies of a nonempty population. -/
def meanEnergy (E : ι → ℝ) : ℝ := (∑ i, E i) / Fintype.card ι
```

**Q:** That is where I object. My program puts the average of the local energies before and after the move into the exponent, but it averages the new energy.

**A:** Then the theorem does not apply as it stands. Here the energy in the exponent is the energy being averaged. With your exponent, a walker can have a large weight from its old position and a high energy at its new one, and cutting its weight can lower the average. The model also treats a single population at a single step, with the same \(E_T\) on both sides. Weights accumulated over many steps, and the feedback of the cap on later populations, are left out.

**Q:** Where does the inequality sit in a calculation that does match?

**A:** After the drift-diffusion move, the program evaluates each walker's local energy and forms the exponential, replacing it by \(c\) if it is larger. It adds \(\min(w_i,c)E_i\) to one accumulator and \(\min(w_i,c)\) to another, and their quotient is `cappedEnergy`. For that one population, with weights set by the energies being averaged, the sign of the shift caused by the cap is known.

**Q:** And the proof follows your pair sum?

**A:** Yes. The first theorem is the identity itself. `key` expands each summand, separates the double sums into products of single sums and collects them; the remaining lines put the two quotients over a common denominator.

```lean
/-- For nonzero total weights, the difference of two weighted energies is a sum over pairs
of walkers. -/
theorem weightedEnergy_sub {u v E : ι → ℝ} (hu : ∑ i, u i ≠ 0) (hv : ∑ i, v i ≠ 0) :
    weightedEnergy v E - weightedEnergy u E =
      (∑ i, ∑ j, (v i * u j - v j * u i) * (E i - E j)) /
        (2 * (∑ i, v i) * ∑ i, u i) := by
  have key : ∑ i, ∑ j, (v i * u j - v j * u i) * (E i - E j) =
      2 * ((∑ i, v i * E i) * (∑ i, u i) - (∑ i, u i * E i) * ∑ i, v i) := by
    have h : ∀ i j, (v i * u j - v j * u i) * (E i - E j) =
        (v i * E i) * u j - v i * (u j * E j) - (u i * E i) * v j + u i * (v j * E j) := by
      intro i j
      ring
    simp_rw [h, sum_add_distrib, sum_sub_distrib, ← mul_sum, ← sum_mul]
    ring
  rw [key]
  unfold weightedEnergy
  rw [div_sub_div _ _ hv hu, div_eq_div_iff (mul_ne_zero hv hu)
    (mul_ne_zero (mul_ne_zero two_ne_zero hv) hu)]
  ring
```

Next comes the sign of a single term. The ratio condition appears cross-multiplied, as `v i * u j ≤ v j * u i` whenever `E i < E j`. The proof distinguishes the three possible orderings of the two energies.

```lean
omit [Fintype ι] in
/-- If `v i * u j ≤ v j * u i` whenever `E i < E j`, then the product
`(v i * u j - v j * u i) * (E i - E j)` is nonnegative for every pair. -/
theorem pair_nonneg {u v E : ι → ℝ} (h : ∀ i j, E i < E j → v i * u j ≤ v j * u i) (i j : ι) :
    0 ≤ (v i * u j - v j * u i) * (E i - E j) := by
  rcases lt_trichotomy (E i) (E j) with h1 | h1 | h1
  · nlinarith [mul_nonneg (sub_nonneg.2 (h i j h1)) (sub_nonneg.2 h1.le)]
  · rw [h1, sub_self, mul_zero]
  · exact mul_nonneg (sub_nonneg.2 (h j i h1)) (sub_nonneg.2 h1.le)
```

Summing the nonnegative terms and dividing by a positive number gives the comparison of averages.

```lean
/-- If positive weights `v` favour the higher energy in every pair at least as much as positive
weights `u` do, the `v`-average of the energy is at least the `u`-average. -/
theorem weightedEnergy_le [Nonempty ι] {u v E : ι → ℝ} (hu : ∀ i, 0 < u i)
    (hv : ∀ i, 0 < v i) (h : ∀ i j, E i < E j → v i * u j ≤ v j * u i) :
    weightedEnergy u E ≤ weightedEnergy v E := by
  have hU : 0 < ∑ i, u i := sum_pos (fun i _ => hu i) univ_nonempty
  have hV : 0 < ∑ i, v i := sum_pos (fun i _ => hv i) univ_nonempty
  have hT := pair_nonneg h
  have hd := weightedEnergy_sub (E := E) hU.ne' hV.ne'
  have hn := div_nonneg (sum_nonneg fun i (_ : i ∈ univ) =>
    sum_nonneg fun j (_ : j ∈ univ) => hT i j) (mul_pos (mul_pos two_pos hV) hU).le
  linarith
```

**Q:** Can you tell when the inequality is strict?

**A:** It is strict exactly when some pair has \(E_i<E_j\) and \(v_iu_j<v_ju_i\). Such a pair contributes a positive term, and the others cannot cancel it. Conversely, if there is no such pair, the ratio condition also holds with \(u\) and \(v\) exchanged, so the \(v\)-average cannot be the larger one.

```lean
/-- If positive weights `v` favour the higher energy in every pair at least as much as positive
weights `u` do, the `v`-average of the energy is strictly larger than the `u`-average exactly when
`v` favours the higher energy strictly more than `u` does in some pair of unequal energies. -/
theorem weightedEnergy_lt_iff [Nonempty ι] {u v E : ι → ℝ} (hu : ∀ i, 0 < u i)
    (hv : ∀ i, 0 < v i) (h : ∀ i j, E i < E j → v i * u j ≤ v j * u i) :
    weightedEnergy u E < weightedEnergy v E ↔
      ∃ i j, E i < E j ∧ v i * u j < v j * u i := by
  constructor
  · intro hlt
    by_contra hne
    -- without such a pair the comparison also holds with the weights exchanged
    refine absurd (weightedEnergy_le hv hu fun i j hE => ?_) (not_le_of_gt hlt)
    have h1 : v j * u i ≤ v i * u j := le_of_not_gt fun h2 => hne ⟨i, j, hE, h2⟩
    linarith
  · rintro ⟨i, j, hE, hij⟩
    have hU : 0 < ∑ i, u i := sum_pos (fun i _ => hu i) univ_nonempty
    have hV : 0 < ∑ i, v i := sum_pos (fun i _ => hv i) univ_nonempty
    have hT := pair_nonneg h
    have hp : 0 < (v i * u j - v j * u i) * (E i - E j) := by
      nlinarith [mul_pos (sub_pos.2 hij) (sub_pos.2 hE)]
    have hS : 0 < ∑ k, ∑ l, (v k * u l - v l * u k) * (E k - E l) :=
      sum_pos' (fun k _ => sum_nonneg fun l _ => hT k l)
        ⟨i, mem_univ i, sum_pos' (fun l _ => hT i l) ⟨j, mem_univ j, hp⟩⟩
    have hd := weightedEnergy_sub (E := E) hU.ne' hV.ne'
    have hn := div_pos hS (mul_pos (mul_pos two_pos hV) hU)
    linarith
```

**Q:** So far nothing is specific to branching weights. Where do they enter?

**A:** They satisfy the ratio condition because they fall as the local energy rises, which uses \(\tau>0\):

```lean
/-- For `τ > 0`, a walker of higher local energy has a smaller branching weight. -/
theorem branchingWeight_lt {τ e e' : ℝ} (ET : ℝ) (hτ : 0 < τ) (h : e < e') :
    branchingWeight τ ET e' < branchingWeight τ ET e :=
  Real.exp_lt_exp.2 (by nlinarith [mul_pos hτ (sub_pos.2 h)])
```

For the cap, take two positive weights \(b\le a\) and two positive caps \(c\le c'\). Then
\[
\min(a,c)\,\min(b,c')\le\min(b,c)\,\min(a,c').
\]
If \(b\le c\), neither cap touches \(b\), and the claim reduces to \(\min(a,c)\le\min(a,c')\) multiplied by \(b\). If \(c\le b\), the lower cap turns both weights into \(c\), and what remains is \(\min(b,c')\le\min(a,c')\) multiplied by \(c\).

```lean
/-- Lowering a positive cap from `c'` to `c` reduces the larger of two positive weights by at
least as large a factor as the smaller one. -/
theorem cap_mul_le {a b c c' : ℝ} (hb : 0 < b) (hab : b ≤ a) (hc : 0 < c) (hcc : c ≤ c') :
    min a c * min b c' ≤ min b c * min a c' := by
  rcases le_total b c with h | h
  · rw [min_eq_left h, min_eq_left (h.trans hcc)]
    have h1 := mul_le_mul_of_nonneg_left (min_le_min (le_refl a) hcc) hb.le
    linarith
  · rw [min_eq_right h, min_eq_right (h.trans hab)]
    exact mul_le_mul_of_nonneg_left (min_le_min hab le_rfl) hc.le
```

Setting \(c'=\max(a,c)\), which is at least as large as both weights, removes the second cap and gives the comparison with uncapped weights.

```lean
/-- Imposing a positive cap reduces the larger of two positive weights by at least as large a
factor as the smaller one. -/
theorem cap_mul_le_uncapped {a b c : ℝ} (hb : 0 < b) (hab : b ≤ a) (hc : 0 < c) :
    min a c * b ≤ min b c * a := by
  -- a cap above both weights is no cap at all
  have h := cap_mul_le hb hab hc (le_max_right a c)
  rwa [min_eq_left (hab.trans (le_max_left a c)), min_eq_left (le_max_left a c)] at h
```

**Q:** With two caps available, you should be able to say what happens as I tighten the cut.

**A:** The capped energy never falls as the cap is lowered, as the values \(-1\) and \(-0.6\) above illustrate. The general comparison is applied with \(u=\min(w,c')\) and \(v=\min(w,c)\).

```lean
/-- For `τ > 0`, lowering a positive cap never lowers the capped energy of a nonempty
population. -/
theorem cappedEnergy_antitone [Nonempty ι] {τ c c' : ℝ} (ET : ℝ) (E : ι → ℝ)
    (hτ : 0 < τ) (hc : 0 < c) (hcc : c ≤ c') :
    cappedEnergy τ ET c' E ≤ cappedEnergy τ ET c E :=
  weightedEnergy_le (fun _ => lt_min (Real.exp_pos _) (hc.trans_le hcc))
    (fun _ => lt_min (Real.exp_pos _) hc)
    (fun _ _ h => cap_mul_le (Real.exp_pos _) (branchingWeight_lt ET hτ h).le hc hcc)
```

**Q:** And when does a cap actually shift my energy, compared with no cap?

**A:** Exactly when some weight exceeds \(c\) and the local energies are not all equal. By the pair criterion, a strict shift needs \(E_i<E_j\) and
\[
\min(w_i,c)\,w_j<\min(w_j,c)\,w_i .
\]
If \(w_i\le c\), then \(w_j\le c\) too, and the two sides are equal. So \(w_i>c\), which gives one direction.

For the other, let walker \(k\) exceed the cap and choose a walker \(l\) with \(E_l\ne E_k\). If \(E_l<E_k\), then \(w_l>w_k>c\), and both weights are cut to \(c\); the pair \((l,k)\) satisfies the criterion because \(c\,w_k<c\,w_l\). If \(E_l>E_k\), the pair \((k,l)\) does. For \(w_l\le c\) the criterion reads \(c\,w_l<w_l\,w_k\), and for \(w_l\ge c\) it reads \(c\,w_l<c\,w_k\). The Lean proof makes the same case distinctions.

```lean
/-- For `τ > 0` and a cap `c > 0`, capping strictly raises the reweighted energy exactly when
some branching weight exceeds the cap and the local energies are not all equal. -/
theorem reweighted_lt_capped_iff [Nonempty ι] {τ c : ℝ} (ET : ℝ) (E : ι → ℝ)
    (hτ : 0 < τ) (hc : 0 < c) :
    reweightedEnergy τ ET E < cappedEnergy τ ET c E ↔
      (∃ i, c < branchingWeight τ ET (E i)) ∧ ∃ i j, E i ≠ E j := by
  have key := weightedEnergy_lt_iff (E := E) (u := fun i => branchingWeight τ ET (E i))
    (v := fun i => min (branchingWeight τ ET (E i)) c) (fun _ => Real.exp_pos _)
    (fun _ => lt_min (Real.exp_pos _) hc)
    (fun _ _ h => cap_mul_le_uncapped (Real.exp_pos _) (branchingWeight_lt ET hτ h).le hc)
  refine key.trans ⟨?_, ?_⟩
  · rintro ⟨i, j, hE, hlt⟩
    refine ⟨⟨i, lt_of_not_ge fun hi => ?_⟩, i, j, hE.ne⟩
    have hj := (branchingWeight_lt ET hτ hE).le.trans hi
    simp only [min_eq_left hi, min_eq_left hj] at hlt
    linarith
  · rintro ⟨⟨k, hk⟩, i, j, hij⟩
    -- some walker differs in energy from the capped walker `k`
    have hl : ∃ l, E l ≠ E k := by
      by_cases hi : E i = E k
      · exact ⟨j, fun hj => hij (hi.trans hj.symm)⟩
      · exact ⟨i, hi⟩
    obtain ⟨l, hl⟩ := hl
    rcases lt_or_gt_of_ne hl with h | h
    · have hw := branchingWeight_lt ET hτ h
      refine ⟨l, k, h, ?_⟩
      simp only [min_eq_right hk.le, min_eq_right (hk.trans hw).le]
      exact mul_lt_mul_of_pos_left hw hc
    · have hw := branchingWeight_lt ET hτ h
      have hp : 0 < branchingWeight τ ET (E l) := Real.exp_pos _
      refine ⟨k, l, h, ?_⟩
      simp only [min_eq_right hk.le]
      rcases le_total (branchingWeight τ ET (E l)) c with h1 | h1
      · rw [min_eq_left h1]
        nlinarith [mul_pos hp (sub_pos.2 hk)]
      · rw [min_eq_right h1]
        exact mul_lt_mul_of_pos_left hw hc
```

**Q:** Then read me the main statement in words.

**A:** For every nonempty finite population with real local energies, every real \(E_T\), every \(\tau>0\) and every \(c>0\), the capped energy is at least the reweighted energy and at most the mean. A nonempty population and a positive cap keep all the total weights positive. The first half uses the one-cap lemma. The second half rewrites the mean as an average with weights \(1\), after which the ratio condition becomes \(\min(w_j,c)\le\min(w_i,c)\) for \(E_i<E_j\).

```lean
/-- For `τ > 0` and a cap `c > 0`, the energy of a nonempty population averaged with capped
branching weights is at least the fully reweighted energy and at most the unweighted mean. -/
theorem cappedEnergy_between [Nonempty ι] {τ c : ℝ} (ET : ℝ) (E : ι → ℝ)
    (hτ : 0 < τ) (hc : 0 < c) :
    reweightedEnergy τ ET E ≤ cappedEnergy τ ET c E ∧
      cappedEnergy τ ET c E ≤ meanEnergy E := by
  constructor
  · refine weightedEnergy_le (fun _ => Real.exp_pos _)
      (fun _ => lt_min (Real.exp_pos _) hc) ?_
    intro i j h
    exact cap_mul_le_uncapped (Real.exp_pos _) (branchingWeight_lt ET hτ h).le hc
  · -- the mean is the average with uniform weights
    have hm : meanEnergy E = weightedEnergy (fun _ => 1) E := by
      simp [meanEnergy, weightedEnergy]
    rw [hm]
    refine weightedEnergy_le (fun _ => lt_min (Real.exp_pos _) hc) (fun _ => one_pos) ?_
    intro i j h
    simp only [one_mul]
    exact min_le_min (branchingWeight_lt ET hτ h).le le_rfl

end

end CappedBranching
```

```lean
#print axioms CappedBranching.cap_mul_le
-- 'CappedBranching.cap_mul_le' depends on axioms: [propext, Classical.choice, Quot.sound]
#print axioms CappedBranching.cappedEnergy_antitone
-- 'CappedBranching.cappedEnergy_antitone' depends on axioms: [propext, Classical.choice, Quot.sound]
#print axioms CappedBranching.reweighted_lt_capped_iff
-- 'CappedBranching.reweighted_lt_capped_iff' depends on axioms: [propext, Classical.choice, Quot.sound]
#print axioms CappedBranching.cappedEnergy_between
-- 'CappedBranching.cappedEnergy_between' depends on axioms: [propext, Classical.choice, Quot.sound]
```

**Q:** So may I say that capping biases my diffusion Monte Carlo energy upward?

**A:** Not for your program, whose exponent also contains the energy before the move. Where the weights are set by the energies being averaged, you may say that a cap pushes the average upward, or leaves it unchanged, relative to the uncapped average of the same walkers. The exact ground-state energy appears nowhere in the statement. If the uncapped average happens to lie below it, a moderate cap may even bring the estimate closer.
